# Near an isolated self-energy pole the linearized quasiparticle correction approaches the offset from the pole

The model self-energy is a real function of frequency, S(w) = c + ∑ aᵢ/(w − pᵢ), with a static part c and finitely many poles. The linearized quasiparticle correction at energy e is Z(e)S(e), where Z(e) = 1/(1 − S′(e)). The theorem `tendsto_correction_ratio` says that if the pole pₖ has nonzero residue aₖ and no other pole sits at the same place, then Z(e)S(e)/(e − pₖ) tends to 1 as e tends to pₖ with e ≠ pₖ. The attempt divides two limits proved earlier, (e − pₖ)S(e) → aₖ and (e − pₖ)²(1 − S′(e)) → aₖ, and then identifies the quotient with the wanted ratio by the algebraic identity `key`.

An attempt in Lean 4 with a fault in it:

```lean
import Mathlib

open Filter Topology

noncomputable section

namespace GWLinearizationNearPole

variable {ι : Type*} [Fintype ι] {c : ℝ} {a p : ι → ℝ} {k : ι}

/-- The self-energy `c + ∑ a i / (w - p i)` with static part `c`, poles `p i` and residues `a i`,
for frequencies `w` away from the poles. -/
def selfEnergy (c : ℝ) (a p : ι → ℝ) (w : ℝ) : ℝ := c + ∑ i, a i / (w - p i)

/-- The renormalization factor `Z = 1 / (1 - S'(e))`, for `e` away from the poles and
`S'(e) ≠ 1`. -/
def renormFactor (c : ℝ) (a p : ι → ℝ) (e : ℝ) : ℝ :=
  1 / (1 - deriv (selfEnergy c a p) e)

/-- The linearized quasiparticle correction `Z(e) S(e)`, on the domain of `Z`. -/
def linearizedCorrection (c : ℝ) (a p : ι → ℝ) (e : ℝ) : ℝ :=
  renormFactor c a p e * selfEnergy c a p e

/-- Away from the poles the self-energy has slope `-∑ a i / (w - p i)^2`. -/
theorem hasDerivAt_selfEnergy {w : ℝ} (hw : ∀ i, w ≠ p i) :
    HasDerivAt (selfEnergy c a p) (-∑ i, a i / (w - p i) ^ 2) w := by
  have h : ∀ i ∈ (Finset.univ : Finset ι),
      HasDerivAt (fun x => a i / (x - p i)) (-(a i / (w - p i) ^ 2)) w := by
    intro i _
    have h1 := (hasDerivAt_const w (a i)).fun_div
      ((hasDerivAt_id' w).sub_const (p i)) (sub_ne_zero.mpr (hw i))
    exact h1.congr_deriv (by ring)
  have h2 := (HasDerivAt.fun_sum h).const_add c
  rw [Finset.sum_neg_distrib] at h2
  exact h2

/-- Multiplying a sum of `n`-th order poles by `(w - p k)^n` and letting `w` tend to `p k` leaves
the coefficient `a k`, if `n ≠ 0` and no other pole sits at `p k`. -/
theorem tendsto_pole_coefficient (hp : ∀ i, i ≠ k → p i ≠ p k) {n : ℕ} (hn : n ≠ 0) :
    Tendsto (fun w => (w - p k) ^ n * ∑ i, a i / (w - p i) ^ n) (𝓝[≠] (p k)) (𝓝 (a k)) := by
  classical
  have h : ∀ i ∈ (Finset.univ : Finset ι),
      Tendsto (fun w => (w - p k) ^ n * (a i / (w - p i) ^ n)) (𝓝[≠] (p k))
        (𝓝 (if i = k then a k else 0)) := by
    intro i _
    by_cases hi : i = k
    · -- the resonant term is constant
      rw [hi, if_pos rfl]
      refine tendsto_const_nhds.congr' ?_
      filter_upwards [self_mem_nhdsWithin] with w hw
      have h1 : w - p k ≠ 0 := sub_ne_zero.mpr hw
      have h2 := pow_ne_zero n h1
      field_simp
    · -- every other term is continuous at `p k` and vanishes there
      rw [if_neg hi]
      have hx : p k - p i ≠ 0 := sub_ne_zero.mpr (hp i hi).symm
      have hc : ContinuousAt (fun w => (w - p k) ^ n * (a i / (w - p i) ^ n)) (p k) :=
        ContinuousAt.mul (by fun_prop)
          (ContinuousAt.div (by fun_prop) (by fun_prop) (pow_ne_zero n hx))
      have h3 := hc.tendsto.mono_left (nhdsWithin_le_nhds (s := {p k}ᶜ))
      rw [sub_self, zero_pow hn, zero_mul] at h3
      exact h3
  have h4 := tendsto_finsetSum Finset.univ h
  simpa [Finset.mul_sum] using h4

/-- The offset `w - x` tends to zero as `w` tends to `x`. -/
private theorem tendsto_offset (x : ℝ) : Tendsto (fun w => w - x) (𝓝[≠] x) (𝓝 0) := by
  have hc : ContinuousAt (fun w : ℝ => w - x) x := by fun_prop
  have h := hc.tendsto.mono_left (nhdsWithin_le_nhds (s := {x}ᶜ))
  rwa [sub_self] at h

/-- If no other pole sits at `p k`, the product `(w - p k) S(w)` tends to `a k` as `w` tends to `p
k`. -/
theorem tendsto_mul_selfEnergy (hp : ∀ i, i ≠ k → p i ≠ p k) :
    Tendsto (fun w => (w - p k) * selfEnergy c a p w) (𝓝[≠] (p k)) (𝓝 (a k)) := by
  have h := ((tendsto_offset (p k)).mul_const c).add
    (tendsto_pole_coefficient (a := a) hp one_ne_zero)
  rw [zero_mul, zero_add] at h
  refine h.congr (fun w => ?_)
  simp only [selfEnergy, pow_one]
  ring

/-- If no other pole sits at `p k`, the product `(w - p k)^2 (1 - S'(w))` tends to `a k` as `w`
tends to `p k`. -/
theorem tendsto_sq_mul_slope (hp : ∀ i, i ≠ k → p i ≠ p k) :
    Tendsto (fun w => (w - p k) ^ 2 * (1 - deriv (selfEnergy c a p) w))
      (𝓝[≠] (p k)) (𝓝 (a k)) := by
  have h := ((tendsto_offset (p k)).pow 2).add
    (tendsto_pole_coefficient (a := a) hp two_ne_zero)
  rw [zero_pow two_ne_zero, zero_add] at h
  have hoff : ∀ᶠ w in 𝓝[≠] (p k), ∀ i, w ≠ p i := by
    refine eventually_all.2 (fun i => ?_)
    by_cases hi : i = k
    · rw [hi]
      exact self_mem_nhdsWithin
    · exact nhdsWithin_le_nhds (isOpen_ne.mem_nhds (hp i hi).symm)
  refine h.congr' ?_
  filter_upwards [hoff] with w hw
  rw [(hasDerivAt_selfEnergy hw).deriv]
  ring

/-- As `e` tends to a pole `p k` with nonzero residue that coincides with no other pole, the ratio
of the linearized correction to the offset `e - p k` tends to one. -/
theorem tendsto_correction_ratio (hp : ∀ i, i ≠ k → p i ≠ p k) (ha : a k ≠ 0) :
    Tendsto (fun e => linearizedCorrection c a p e / (e - p k)) (𝓝[≠] (p k)) (𝓝 1) := by
  have key : ∀ x D S : ℝ, x ≠ 0 → (x * S) / (x ^ 2 * D) = 1 / D * S / x := by
    intro x D S hx
    rcases eq_or_ne D 0 with rfl | hD
    · simp
    · field_simp
  have h := (tendsto_mul_selfEnergy (c := c) hp).div (tendsto_sq_mul_slope (c := c) hp) ha
  rw [div_self ha] at h
  refine h.congr' ?_
  filter_upwards [self_mem_nhdsWithin] with e he
  exact key _ _ _ (sub_ne_zero.mpr he)

end GWLinearizationNearPole
```

Compiling this gives:

```
Main.lean:111:12: error: don't know how to synthesize implicit argument `a`
  @Tendsto.div ℝ ℝ Field.toSemifield.toDivisionSemiring.toGroupWithZero
    PseudoMetricSpace.toUniformSpace.toTopologicalSpace instIsTopologicalDivisionRingReal.toContinuousInv₀
    instIsTopologicalRingReal.toContinuousMul (fun w => (w - p k) * selfEnergy c ?m.122 p w)
    (fun w => (w - p k) ^ 2 * (1 - deriv (selfEnergy c a p) w)) (𝓝[≠] p k) (?m.122 k) (a k) (tendsto_mul_selfEnergy hp)
    (tendsto_sq_mul_slope hp) ha
context:
ι : Type u_1
inst✝ : Fintype ι
c : ℝ
a p : ι → ℝ
k : ι
hp : ∀ (i : ι), i ≠ k → p i ≠ p k
ha : a k ≠ 0
key : ∀ (x D S : ℝ), x ≠ 0 → x * S / (x ^ 2 * D) = 1 / D * S / x
⊢ ℝ
Main.lean:111:12: error: don't know how to synthesize implicit argument `f`
  @Tendsto.div ℝ ℝ Field.toSemifield.toDivisionSemiring.toGroupWithZero
    PseudoMetricSpace.toUniformSpace.toTopologicalSpace instIsTopologicalDivisionRingReal.toContinuousInv₀
    instIsTopologicalRingReal.toContinuousMul (fun w => (w - p k) * selfEnergy c ?m.122 p w)
    (fun w => (w - p k) ^ 2 * (1 - deriv (selfEnergy c a p) w)) (𝓝[≠] p k) (?m.122 k) (a k) (tendsto_mul_selfEnergy hp)
    (tendsto_sq_mul_slope hp) ha
context:
ι : Type u_1
inst✝ : Fintype ι
c : ℝ
a p : ι → ℝ
k : ι
hp : ∀ (i : ι), i ≠ k → p i ≠ p k
ha : a k ≠ 0
key : ∀ (x D S : ℝ), x ≠ 0 → x * S / (x ^ 2 * D) = 1 / D * S / x
⊢ ℝ → ℝ
Main.lean:111:13: error: don't know how to synthesize implicit argument `a`
  @tendsto_mul_selfEnergy ι inst✝ c ?m.122 p k hp
context:
ι : Type u_1
inst✝ : Fintype ι
c : ℝ
a p : ι → ℝ
k : ι
hp : ∀ (i : ι), i ≠ k → p i ≠ p k
ha : a k ≠ 0
key : ∀ (x D S : ℝ), x ≠ 0 → x * S / (x ^ 2 * D) = 1 / D * S / x
⊢ ι → ℝ
Main.lean:111:7: error: failed to infer `have` declaration type
Main.lean:105:86: error: unsolved goals
ι : Type u_1
inst✝ : Fintype ι
c : ℝ
a p : ι → ℝ
k : ι
hp : ∀ (i : ι), i ≠ k → p i ≠ p k
ha : a k ≠ 0
key : ∀ (x D S : ℝ), x ≠ 0 → x * S / (x ^ 2 * D) = 1 / D * S / x
⊢ Tendsto (fun e => linearizedCorrection c a p e / (e - p k)) (𝓝[≠] p k) (𝓝 1)
```

Lean accepts the file once it reads:

```diff
@@ -109,5 +109,6 @@
     · simp
     · field_simp
-  have h := (tendsto_mul_selfEnergy (c := c) hp).div (tendsto_sq_mul_slope (c := c) hp) ha
+  have h := (tendsto_mul_selfEnergy (c := c) (a := a) hp).div
+    (tendsto_sq_mul_slope (c := c) (a := a) hp) ha
   rw [div_self ha] at h
   refine h.congr' ?_
```

The first three errors have one source: Lean cannot tell which residues `a` are meant in `tendsto_mul_selfEnergy`. There `a` is an implicit argument, and the explicit argument `hp` mentions only `p` and `k`. The `have` states no type that could supply it either. The residues therefore stay an unknown `?m.122`, and with them the numerator function `f` and its limit, which is the argument `a` of `Tendsto.div`. The denominator has no such trouble, because `ha : a k ≠ 0` must be about its limit, and this fixes its residues.

The other two errors follow from this. The type of `h` cannot be inferred, and the theorem's goal is left unproved.

Writing `(a := a)` in the first factor names the missing residues and cures the failure. The same addition in the second factor is only for clarity, since the messages show `a` already filled in there, and the line break is layout.
